# A real gauge for finite spinless Hamiltonians with time-reversal symmetry

In a finite orthonormal basis whose span is closed under time reversal, a spinless Hamiltonian with time-reversal symmetry has orthonormal eigenstates that are all time-reversal invariant. In these states an operator on that finite span has a real matrix exactly when it is even under time reversal.

Write time reversal as $Tv = Y\bar v$, where the bar is entrywise conjugation and $Y$ is unitary with $Y\bar Y = 1$. Let $H$ be Hermitian with $Y\bar H = HY$. Then there are a unitary $W$ and real energies $E_j$ such that, for every matrix $A$,

$$HW = W\,\mathrm{diag}(E_j),\qquad Y\bar W = W,\qquad Y\bar A = AY \iff W^\dagger A W \text{ is real}.$$

The condition $Y\bar Y=1$ says that reversing time twice restores the state vector, sign included, as it does without spin.

## Momentum elements in a k·p code

Momentum is odd under time reversal, so in this gauge its zone-centre elements are purely imaginary, and a spinless k·p code can store each as one real number times $i$. A complex eigensolver need not return this gauge: phases are arbitrary, and so are mixtures within a degenerate level. The derivation below gives a construction: build an invariant frame $F$, then pass $F^\dagger HF$ to a real symmetric solver.

## From an invariant frame to real eigenvectors

**Time reversal.** Since $Y$ is unitary, $(Tu)^\dagger(Tv) = \bar u^\dagger Y^\dagger Y\bar v = \overline{u^\dagger v}$. Also $T(cv)=\bar c\,Tv$ and $T^2v = Y\bar Y v = v$.

**Frame.** Suppose $k<n$ orthonormal invariant states $f_i$ are known, where $n$ is the basis size. Take $u\neq0$ orthogonal to all of them. Then

$$f_i^\dagger Tu = (Tf_i)^\dagger Tu = \overline{f_i^\dagger u} = 0.$$

If $u+Tu\ne0$, set $w=u+Tu$, so that $Tw = Tu+u = w$. Otherwise $Tu=-u$; set $w=iu$, so that $Tw=-i\,Tu=iu=w$. Either way $w$ is nonzero and orthogonal to every $f_i$. Dividing by its real norm preserves invariance. Starting from no states, induction gives a unitary $F$ with $Y\bar F=F$.

In `exists_real_states`, $u$ comes from the kernel of a map from $n$ to $k$ dimensions, `by_cases` separates the two choices of $w$, and `Fin.cons` adds the new state.

**Matrix elements.** Let $W$ be any unitary with $Y\bar W=W$. Then $\overline{W^\dagger} = \bar W^\dagger Y^\dagger Y = (Y\bar W)^\dagger Y = W^\dagger Y$, hence

$$\overline{W^\dagger AW} = W^\dagger (Y\bar A)\bar W.$$

This is `conj_matrixElements`. If $Y\bar A=AY$, the right side is $W^\dagger AY\bar W=W^\dagger AW$, so the elements are real. Conversely, if they are real, then $W^\dagger Y\bar A\bar W=W^\dagger AY\bar W$, and cancelling the invertible outer factors gives $Y\bar A=AY$. These are the two directions of `real_elements_iff`. For an odd operator, $Y\bar P=-PY$, the sign changes and the elements are purely imaginary (`odd_elements_imaginary`).

**Eigenvectors.** The matrix $M=F^\dagger HF$ is Hermitian and real, so a real orthogonal $C$ gives $MC=C\,\mathrm{diag}(E_j)$; `real_diagonalisation` obtains it from Mathlib's spectral theorem. Set $W=FC$. Then $HW=FF^\dagger HFC=FMC=W\,\mathrm{diag}(E_j)$ and $Y\bar W=Y\bar F C=W$. The last theorem before the example, `exists_real_gauge`, assembles these steps.

In Lean 4 with Mathlib:

```lean
import Mathlib

open Matrix

namespace RealGaugeSpinlessBands

variable {n : ℕ}

/-- The entrywise complex conjugate of a matrix. -/
def entryConj (A : Matrix (Fin n) (Fin n) ℂ) : Matrix (Fin n) (Fin n) ℂ :=
  A.map (starRingEnd ℂ)

/-- The antilinear map `v ↦ Y conj(v)`, defined for any matrix `Y`. -/
def timeReversal (Y : Matrix (Fin n) (Fin n) ℂ) (v : Fin n → ℂ) : Fin n → ℂ :=
  Y *ᵥ star v

/-- Entrywise conjugation respects matrix products. -/
lemma entryConj_mul (A B : Matrix (Fin n) (Fin n) ℂ) :
    entryConj (A * B) = entryConj A * entryConj B := Matrix.map_mul

/-- For unitary `Y`, time reversal is antiunitary: it conjugates inner products. -/
theorem timeReversal_antiunitary {Y : Matrix (Fin n) (Fin n) ℂ}
    (hY : Y ∈ unitaryGroup (Fin n) ℂ) (u v : Fin n → ℂ) :
    star (timeReversal Y u) ⬝ᵥ timeReversal Y v = star (star u ⬝ᵥ v) := by
  have h : Yᴴ * Y = 1 := mem_unitaryGroup_iff'.mp hY
  unfold timeReversal
  rw [Matrix.star_mulVec, ← Matrix.dotProduct_mulVec, Matrix.mulVec_mulVec, h,
    Matrix.one_mulVec]
  simp [dotProduct]

/-- If `Y conj(Y) = 1`, applying `timeReversal Y` twice gives back the same vector. -/
theorem timeReversal_twice {Y : Matrix (Fin n) (Fin n) ℂ} (hYY : Y * entryConj Y = 1)
    (v : Fin n → ℂ) : timeReversal Y (timeReversal Y v) = v := by
  have h : star (Y *ᵥ star v) = entryConj Y *ᵥ v := by
    ext i
    simp [entryConj, Matrix.mulVec, dotProduct]
  unfold timeReversal
  rw [h, Matrix.mulVec_mulVec, hYY, Matrix.one_mulVec]

/-- For unitary `Y` with `Y conj(Y) = 1` there are `k` orthonormal states invariant under time
reversal, for every `k` up to the basis size `n`. -/
theorem exists_real_states {Y : Matrix (Fin n) (Fin n) ℂ}
    (hY : Y ∈ unitaryGroup (Fin n) ℂ) (hYY : Y * entryConj Y = 1) (k : ℕ) (hk : k ≤ n) :
    ∃ f : Fin k → Fin n → ℂ, (∀ i, timeReversal Y (f i) = f i) ∧
      ∀ i j, star (f i) ⬝ᵥ f j = if i = j then 1 else 0 := by
  have hsmul : ∀ (c : ℂ) (v : Fin n → ℂ),
      timeReversal Y (c • v) = star c • timeReversal Y v := by
    intro c v
    unfold timeReversal
    rw [star_smul, Matrix.mulVec_smul]
  induction k with
  | zero => exact ⟨fun i => i.elim0, fun i => i.elim0, fun i => i.elim0⟩
  | succ k ih =>
    obtain ⟨f, hr, ho⟩ := ih (by omega)
    -- a nonzero state orthogonal to the ones already found
    have hker := LinearMap.ker_ne_bot_of_finrank_lt
      (f := Matrix.mulVecLin (Matrix.of fun (i : Fin k) (a : Fin n) => star (f i a)))
      (by simp only [Module.finrank_fin_fun]; omega)
    obtain ⟨u, hu, hu0⟩ := Submodule.exists_mem_ne_zero_of_ne_bot hker
    have hfu : ∀ i, star (f i) ⬝ᵥ u = 0 := fun i => congrFun (LinearMap.mem_ker.mp hu) i
    have hfT : ∀ i, star (f i) ⬝ᵥ timeReversal Y u = 0 := by
      intro i
      have h := timeReversal_antiunitary hY (f i) u
      rwa [hr i, hfu i, star_zero] at h
    -- make it invariant: u + Tu, or iu when Tu = -u
    obtain ⟨w, hw0, hwT, hfw⟩ : ∃ w : Fin n → ℂ, w ≠ 0 ∧ timeReversal Y w = w ∧
        ∀ i, star (f i) ⬝ᵥ w = 0 := by
      by_cases h : u + timeReversal Y u = 0
      · refine ⟨Complex.I • u, smul_ne_zero Complex.I_ne_zero hu0, ?_, fun i => ?_⟩
        · rw [hsmul, eq_neg_of_add_eq_zero_right h]
          simp
        · rw [dotProduct_smul, hfu, smul_zero]
      · refine ⟨u + timeReversal Y u, h, ?_, fun i => ?_⟩
        · have hadd : timeReversal Y (u + timeReversal Y u)
              = timeReversal Y u + timeReversal Y (timeReversal Y u) := by
            simp only [timeReversal, star_add, Matrix.mulVec_add]
          rw [hadd, timeReversal_twice hYY, add_comm]
        · rw [dotProduct_add, hfu, hfT, add_zero]
    -- normalise with a real factor
    obtain ⟨c, hc⟩ : ∃ c : ℝ, (c : ℂ) * ((c : ℂ) * (star w ⬝ᵥ w)) = 1 := by
      have hN : star w ⬝ᵥ w = ((∑ a, Complex.normSq (w a) : ℝ) : ℂ) := by
        simp [dotProduct, Complex.normSq_eq_conj_mul_self]
      have hpos : 0 < ∑ a, Complex.normSq (w a) := by
        obtain ⟨a, ha⟩ := Function.ne_iff.mp hw0
        exact Finset.sum_pos' (fun b _ => Complex.normSq_nonneg _)
          ⟨a, Finset.mem_univ a, Complex.normSq_pos.mpr ha⟩
      refine ⟨(Real.sqrt (∑ a, Complex.normSq (w a)))⁻¹, ?_⟩
      rw [hN]
      norm_cast
      rw [← mul_assoc, ← mul_inv, Real.mul_self_sqrt hpos.le, inv_mul_cancel₀ hpos.ne']
    have hfc : ∀ i, star (f i) ⬝ᵥ ((c : ℂ) • w) = 0 := fun i => by
      rw [dotProduct_smul, hfw, smul_zero]
    refine ⟨(Fin.cons ((c : ℂ) • w) f : Fin (k + 1) → Fin n → ℂ), fun i => ?_,
      fun i j => ?_⟩
    · cases i using Fin.cases with
      | zero =>
        rw [Fin.cons_zero, hsmul, hwT]
        simp
      | succ i => rw [Fin.cons_succ, hr]
    · cases i using Fin.cases with
      | zero =>
        cases j using Fin.cases with
        | zero =>
          rw [Fin.cons_zero, if_pos rfl, star_smul, smul_dotProduct, dotProduct_smul]
          simpa using hc
        | succ j =>
          rw [Fin.cons_zero, Fin.cons_succ, if_neg (Fin.succ_ne_zero j).symm,
            Matrix.star_dotProduct, hfc, star_zero]
      | succ i =>
        cases j using Fin.cases with
        | zero => rw [Fin.cons_zero, Fin.cons_succ, if_neg (Fin.succ_ne_zero i), hfc]
        | succ j => simp only [Fin.cons_succ, ho, Fin.succ_inj]

/-- In a basis `W` of time-reversal-invariant states, with `Y` unitary, conjugating the
matrix elements of `A` amounts to replacing `A W` by `Y conj(A) conj(W)`. -/
theorem conj_matrixElements {Y W : Matrix (Fin n) (Fin n) ℂ}
    (hY : Y ∈ unitaryGroup (Fin n) ℂ) (hr : Y * entryConj W = W)
    (A : Matrix (Fin n) (Fin n) ℂ) :
    entryConj (Wᴴ * A * W) = Wᴴ * (Y * entryConj A) * entryConj W := by
  have hYu : Yᴴ * Y = 1 := mem_unitaryGroup_iff'.mp hY
  have h : entryConj Wᴴ = Wᴴ * Y := by
    calc entryConj Wᴴ = (entryConj W)ᴴ * (Yᴴ * Y) := by
          rw [hYu, Matrix.mul_one]
          rfl
      _ = (Y * entryConj W)ᴴ * Y := by rw [Matrix.conjTranspose_mul, Matrix.mul_assoc]
      _ = Wᴴ * Y := by rw [hr]
  rw [entryConj_mul, entryConj_mul, h]
  simp only [Matrix.mul_assoc]

/-- For unitary `Y` and an orthonormal basis `W` of time-reversal-invariant states, all
matrix elements of `A` are real exactly when `Y conj(A) = A Y`. -/
theorem real_elements_iff {Y W : Matrix (Fin n) (Fin n) ℂ}
    (hY : Y ∈ unitaryGroup (Fin n) ℂ) (hW : W ∈ unitaryGroup (Fin n) ℂ)
    (hr : Y * entryConj W = W) (A : Matrix (Fin n) (Fin n) ℂ) :
    Y * entryConj A = A * Y ↔ ∀ i j, ((Wᴴ * A * W) i j).im = 0 := by
  have key := conj_matrixElements hY hr A
  constructor
  · intro h i j
    have h2 : Wᴴ * (A * Y) * entryConj W = Wᴴ * A * W := by
      simp only [Matrix.mul_assoc, hr]
    rw [h, h2] at key
    exact Complex.conj_eq_iff_im.mp (congrFun (congrFun key i) j)
  · intro h
    have hreal : entryConj (Wᴴ * A * W) = Wᴴ * A * W := by
      ext i j
      exact Complex.conj_eq_iff_im.mpr (h i j)
    rw [hreal] at key
    have hW' : W * Wᴴ = 1 := mem_unitaryGroup_iff.mp hW
    have hc : entryConj W * entryConj Wᴴ = 1 := by
      rw [← entryConj_mul, hW']
      exact Matrix.map_one _ (map_zero _) (map_one _)
    -- undo the change of basis on both sides
    calc Y * entryConj A
        = (W * Wᴴ) * (Y * entryConj A) * (entryConj W * entryConj Wᴴ) := by
          rw [hW', hc, Matrix.one_mul, Matrix.mul_one]
      _ = W * (Wᴴ * (Y * entryConj A) * entryConj W) * entryConj Wᴴ := by
          simp only [Matrix.mul_assoc]
      _ = W * (Wᴴ * A * W) * entryConj Wᴴ := by rw [← key]
      _ = (W * Wᴴ) * A * ((Y * entryConj W) * entryConj Wᴴ) := by
          rw [hr]
          simp only [Matrix.mul_assoc]
      _ = A * Y := by
          rw [hW', Matrix.mul_assoc Y, hc, Matrix.one_mul, Matrix.mul_one]

/-- For unitary `Y` and a basis `W` of time-reversal-invariant states, an operator with
`Y conj(P) = -P Y` has purely imaginary matrix elements. -/
theorem odd_elements_imaginary {Y W : Matrix (Fin n) (Fin n) ℂ}
    (hY : Y ∈ unitaryGroup (Fin n) ℂ) (hr : Y * entryConj W = W)
    {P : Matrix (Fin n) (Fin n) ℂ} (hP : Y * entryConj P = -(P * Y)) (i j : Fin n) :
    ((Wᴴ * P * W) i j).re = 0 := by
  have key := conj_matrixElements hY hr P
  have h2 : Wᴴ * (P * Y) * entryConj W = Wᴴ * P * W := by
    simp only [Matrix.mul_assoc, hr]
  rw [hP, Matrix.mul_neg, Matrix.neg_mul, h2] at key
  have h : ((Wᴴ * P * W) i j).re = -((Wᴴ * P * W) i j).re :=
    congrArg Complex.re (congrFun (congrFun key i) j)
  linarith

/-- A Hermitian matrix with real entries is diagonalised by a unitary matrix with real
entries. -/
theorem real_diagonalisation {M : Matrix (Fin n) (Fin n) ℂ} (hM : M.IsHermitian)
    (hre : ∀ i j, (M i j).im = 0) :
    ∃ (C : Matrix (Fin n) (Fin n) ℂ) (E : Fin n → ℝ), Cᴴ * C = 1 ∧ entryConj C = C ∧
      M * C = C * diagonal (fun i => (E i : ℂ)) := by
  have hK : (M.map Complex.re).IsHermitian :=
    Matrix.IsHermitian.ext fun i j => by
      simpa using congrArg Complex.re (hM.apply i j)
  have hKM : (M.map Complex.re).map Complex.ofRealHom = M := by
    ext i j
    exact Complex.ext rfl (hre i j).symm
  obtain ⟨O, hO⟩ : ∃ O : Matrix (Fin n) (Fin n) ℝ, O = hK.eigenvectorUnitary := ⟨_, rfl⟩
  have hOO : Oᴴ * O = 1 := by
    rw [hO]
    exact mem_unitaryGroup_iff'.mp hK.eigenvectorUnitary.2
  have hKO : M.map Complex.re * O = O * diagonal hK.eigenvalues := by
    ext i j
    rw [Matrix.mul_diagonal, hO]
    exact (congrFun (hK.mulVec_eigenvectorBasis j) i).trans (mul_comm _ _)
  refine ⟨O.map Complex.ofRealHom, hK.eigenvalues, ?_, ?_, ?_⟩
  · have h1 : (O.map Complex.ofRealHom)ᴴ = Oᴴ.map Complex.ofRealHom := by
      ext i j
      simp
    rw [h1, ← Matrix.map_mul, hOO]
    exact Matrix.map_one _ (map_zero _) (map_one _)
  · ext i j
    simp [entryConj]
  · have h2 := congrArg (fun B => B.map Complex.ofRealHom) hKO
    simp only [Matrix.map_mul, hKM] at h2
    rw [h2, Matrix.diagonal_map (map_zero _)]
    rfl

/-- Real gauge: if `Y` is unitary with `Y conj(Y) = 1` and `H` is Hermitian with
`Y conj(H) = H Y`, then `H` has an orthonormal eigenbasis (the columns of `W`) of
time-reversal-invariant states, in which `A` is real exactly when `Y conj(A) = A Y`. -/
theorem exists_real_gauge {Y H : Matrix (Fin n) (Fin n) ℂ}
    (hY : Y ∈ unitaryGroup (Fin n) ℂ) (hYY : Y * entryConj Y = 1)
    (hH : H.IsHermitian) (hYH : Y * entryConj H = H * Y) :
    ∃ W ∈ unitaryGroup (Fin n) ℂ, ∃ E : Fin n → ℝ,
      (∀ j, H *ᵥ Wᵀ j = (E j : ℂ) • Wᵀ j) ∧
      (∀ j, timeReversal Y (Wᵀ j) = Wᵀ j) ∧
      ∀ A : Matrix (Fin n) (Fin n) ℂ,
        Y * entryConj A = A * Y ↔ ∀ i j, ((Wᴴ * A * W) i j).im = 0 := by
  -- an invariant frame F, not yet adapted to H
  obtain ⟨f, hf, ho⟩ := exists_real_states hY hYY n le_rfl
  obtain ⟨F, hF⟩ : ∃ F : Matrix (Fin n) (Fin n) ℂ, F = Matrix.of fun a i => f i a :=
    ⟨_, rfl⟩
  have hFF : Fᴴ * F = 1 := by
    ext i j
    rw [Matrix.one_apply, hF]
    exact ho i j
  have hFr : Y * entryConj F = F := by
    ext a j
    rw [hF]
    exact congrFun (hf j) a
  have hFF' : F * Fᴴ = 1 := mul_eq_one_comm.mp hFF
  -- in this frame H is real symmetric, so a real orthogonal C diagonalises it
  have hM : (Fᴴ * H * F).IsHermitian := by
    unfold Matrix.IsHermitian
    rw [Matrix.conjTranspose_mul, Matrix.conjTranspose_mul,
      Matrix.conjTranspose_conjTranspose, hH.eq, Matrix.mul_assoc]
  obtain ⟨C, E, hCC, hCr, hMC⟩ := real_diagonalisation hM
    ((real_elements_iff hY (mem_unitaryGroup_iff'.mpr hFF) hFr H).mp hYH)
  have hW : F * C ∈ unitaryGroup (Fin n) ℂ := by
    refine mem_unitaryGroup_iff'.mpr ?_
    rw [Matrix.star_eq_conjTranspose, Matrix.conjTranspose_mul, Matrix.mul_assoc,
      ← Matrix.mul_assoc Fᴴ, hFF, Matrix.one_mul, hCC]
  have hWr : Y * entryConj (F * C) = F * C := by
    rw [entryConj_mul, hCr, ← Matrix.mul_assoc, hFr]
  have hHW : H * (F * C) = F * C * diagonal (fun i => (E i : ℂ)) := by
    calc H * (F * C) = (F * Fᴴ) * (H * (F * C)) := by rw [hFF', Matrix.one_mul]
      _ = F * (Fᴴ * H * F * C) := by simp only [Matrix.mul_assoc]
      _ = F * C * diagonal (fun i => (E i : ℂ)) := by rw [hMC, Matrix.mul_assoc]
  refine ⟨F * C, hW, E, fun j => ?_, fun j => ?_, real_elements_iff hY hW hWr⟩
  · ext a
    have h := congrFun (congrFun hHW a) j
    rw [Matrix.mul_diagonal] at h
    exact h.trans (mul_comm _ _)
  · ext a
    exact congrFun (congrFun hWr a) j

/-- The two-state exchange matrix, as `Y`, and the matrix with equal real diagonal entries `a` and
complex coupling `V`, as `H`, satisfy all the hypotheses of `exists_real_gauge`. -/
theorem exists_real_gauge_witness (a : ℝ) (V : ℂ) :
    (!![0, 1; 1, 0] : Matrix (Fin 2) (Fin 2) ℂ) ∈ unitaryGroup (Fin 2) ℂ ∧
    !![0, 1; 1, 0] * entryConj !![0, 1; 1, 0] = 1 ∧
    (!![(a : ℂ), V; star V, (a : ℂ)]).IsHermitian ∧
    !![0, 1; 1, 0] * entryConj !![(a : ℂ), V; star V, (a : ℂ)]
      = !![(a : ℂ), V; star V, (a : ℂ)] * !![0, 1; 1, 0] := by
  refine ⟨mem_unitaryGroup_iff.mpr ?_, ?_, Matrix.IsHermitian.ext fun i j => ?_, ?_⟩
  · ext i j
    fin_cases i <;> fin_cases j <;>
      simp [Matrix.star_eq_conjTranspose, Matrix.mul_apply, Fin.sum_univ_succ]
  · ext i j
    fin_cases i <;> fin_cases j <;> simp [entryConj, Matrix.mul_apply, Fin.sum_univ_succ]
  · fin_cases i <;> fin_cases j <;> simp
  · ext i j
    fin_cases i <;> fin_cases j <;> simp [entryConj, Matrix.mul_apply, Fin.sum_univ_succ]

end RealGaugeSpinlessBands
```

```lean
#print axioms RealGaugeSpinlessBands.odd_elements_imaginary
#print axioms RealGaugeSpinlessBands.exists_real_gauge
```

```
'RealGaugeSpinlessBands.odd_elements_imaginary' depends on axioms: [propext, Classical.choice, Quot.sound]
'RealGaugeSpinlessBands.exists_real_gauge' depends on axioms: [propext, Classical.choice, Quot.sound]
```

## What a code can take from the theorem

In `exists_real_gauge`, `entryConj` is the bar on matrices, `star v` the bar on vectors, `ᴴ` the dagger, and `Wᵀ j` the $j$-th column of $W$, that is, the $j$-th eigenstate. The map `timeReversal Y` is $v\mapsto Y\bar v$; the hypotheses make it antiunitary with square 1, as time reversal is without spin. Degenerate energies are allowed, and $A$ need not be Hermitian.

`exists_real_gauge_witness` checks the hypotheses for two plane waves exchanged by $T$, with equal energies $a$ and complex coupling $V$.

Without $Y\bar Y=1$ the conclusion can fail. Take $H=1$ and

$$Y=\begin{pmatrix}0&1\\-1&0\end{pmatrix},$$

the spin-½ case. All other hypotheses hold, but $T^2=-1$, so $Tv=v$ implies $v=-v=0$: there is no invariant state to put in the basis.

The theorem gives existence for finite matrices and says nothing about rounding. It is left to the user to show that $Y$ and $H$ in the truncated basis meet the hypotheses; for plane waves at the zone centre, time reversal maps the basis to itself when the set contains $-G$ with every $G$. Likewise, that momentum is odd enters as a hypothesis on its matrix.
